# Amplitudes that solve the decoupling equation factor the characteristic polynomial of a block Hamiltonian

A Hamiltonian on a finite-dimensional complex space is split into a model-space block $A$ and an outer-space block $D$, both Hermitian, coupled by $B$ and its adjoint. The declaration `charpoly_splits` says that if a matrix of amplitudes $X$ satisfies the decoupling equation $B^* + DX = X(A + BX)$, then the characteristic polynomial of the full Hamiltonian is the product of those of the effective Hamiltonians $A + BX$ and $D - B^*X^*$. That such an $X$ exists is not claimed; it is given. The proof takes the invertible matrix $W$ with block rows $(1, -X^*)$ and $(X, 1)$, writes the full Hamiltonian as $W$ times the block diagonal matrix of the two effective Hamiltonians times $W^{-1}$, and then uses the invariance of the characteristic polynomial under similarity.

The failing Lean file:

```lean
import Mathlib

open Matrix
open scoped ComplexOrder

namespace BlockDiagonalisationCriterion

noncomputable section

variable {n m : Type*} [Fintype n] [Fintype m] [DecidableEq n] [DecidableEq m]

/-- The Hamiltonian with model-space block `A`, outer-space block `D` and coupling `B`. -/
def hamiltonian (A : Matrix n n ℂ) (B : Matrix n m ℂ) (D : Matrix m m ℂ) :
    Matrix (n ⊕ m) (n ⊕ m) ℂ :=
  fromBlocks A B Bᴴ D

/-- The decoupling matrix `W = [[1, -X*], [X, 1]]` built from the amplitudes `X`. -/
def decoupler (X : Matrix m n ℂ) : Matrix (n ⊕ m) (n ⊕ m) ℂ :=
  fromBlocks 1 (-Xᴴ) X 1

/-- The overlap matrix of the columns of `W` has the blocks `1 + X*X` and `1 + XX*`,
and no coupling between them. -/
theorem decoupler_overlap (X : Matrix m n ℂ) :
    (decoupler X)ᴴ * decoupler X = fromBlocks (1 + Xᴴ * X) 0 0 (1 + X * Xᴴ) := by
  unfold decoupler
  rw [fromBlocks_conjTranspose, fromBlocks_multiply, fromBlocks_inj]
  refine ⟨?_, ?_, ?_, ?_⟩ <;>
    simp only [conjTranspose_one, conjTranspose_neg, conjTranspose_conjTranspose,
      Matrix.one_mul, Matrix.mul_one, Matrix.neg_mul, Matrix.mul_neg] <;>
    abel

/-- The decoupling matrix is invertible for every choice of the amplitudes. -/
theorem decoupler_isUnit (X : Matrix m n ℂ) : IsUnit (decoupler X) := by
  -- both blocks of the overlap are positive definite
  have hS : (1 + Xᴴ * X).PosDef :=
    PosDef.one.add_posSemidef (posSemidef_conjTranspose_mul_self X)
  have hT : (1 + X * Xᴴ).PosDef :=
    PosDef.one.add_posSemidef (posSemidef_self_mul_conjTranspose X)
  have h : IsUnit ((decoupler X)ᴴ * decoupler X).det := by
    rw [decoupler_overlap, det_fromBlocks_zero₂₁]
    exact ((isUnit_iff_isUnit_det _).mp hS.isUnit).mul
      ((isUnit_iff_isUnit_det _).mp hT.isUnit)
  rw [det_mul] at h
  exact (isUnit_iff_isUnit_det _).mpr (isUnit_of_mul_isUnit_right h)

/-- If the decoupling equation holds, `W` carries the pair of effective Hamiltonians
`A + BX` and `D - B*X*` into the full Hamiltonian: `HW = W diag(A + BX, D - B*X*)`. -/
theorem hamiltonian_mul_decoupler {A : Matrix n n ℂ} {D : Matrix m m ℂ}
    (hA : A.IsHermitian) (hD : D.IsHermitian) {B : Matrix n m ℂ} {X : Matrix m n ℂ}
    (h : Bᴴ + D * X = X * (A + B * X)) :
    hamiltonian A B D * decoupler X =
      decoupler X * fromBlocks (A + B * X) 0 0 (D - Bᴴ * Xᴴ) := by
  -- the adjoint equation controls the upper-right block
  have h' : (Bᴴ + D * X)ᴴ = (X * (A + B * X))ᴴ := congrArg conjTranspose h
  unfold hamiltonian decoupler
  rw [fromBlocks_multiply, fromBlocks_multiply, fromBlocks_inj]
  refine ⟨?_, ?_, ?_, ?_⟩
  · simp only [Matrix.mul_one, Matrix.one_mul, Matrix.mul_zero, add_zero]
  · refine sub_eq_zero.mp (Eq.trans ?_ (sub_eq_zero.mpr h'))
    simp only [conjTranspose_conjTranspose, conjTranspose_add, conjTranspose_mul,
      hA.eq, hD.eq, Matrix.mul_one, Matrix.mul_zero, Matrix.neg_mul, Matrix.mul_neg,
      Matrix.add_mul, Matrix.mul_sub, Matrix.mul_assoc]
    abel
  · simp only [Matrix.mul_one, Matrix.mul_zero, add_zero]
    exact h
  · simp only [Matrix.mul_one, Matrix.one_mul, Matrix.mul_zero, Matrix.mul_neg, zero_add]
    abel

/-- If the decoupling equation holds, the characteristic polynomial of the full Hamiltonian
is the product of those of the effective Hamiltonians `A + BX` and `D - B*X*`. -/
theorem charpoly_splits {A : Matrix n n ℂ} {D : Matrix m m ℂ}
    (hA : A.IsHermitian) (hD : D.IsHermitian) {B : Matrix n m ℂ} {X : Matrix m n ℂ}
    (h : Bᴴ + D * X = X * (A + B * X)) :
    (hamiltonian A B D).charpoly =
      (A + B * X).charpoly * (D - Bᴴ * Xᴴ).charpoly := by
  obtain ⟨U, hU⟩ := decoupler_isUnit X
  have hW := hamiltonian_mul_decoupler hA hD h
  rw [← hU] at hW
  -- the full Hamiltonian is similar to the block diagonal one
  have hsim := (Units.eq_mul_inv_iff_mul_eq U).mpr hW
  rw [hsim, charpoly_units_conj, charpoly_fromBlocks_zero₂₁]

end

end BlockDiagonalisationCriterion
```

Lean reports:

```
Main.lean:81:12: error: Tactic `rewrite` failed: Did not find an occurrence of the pattern
  (↑?M * ?N * (↑?M)⁻¹).charpoly
in the target expression
  (↑U * fromBlocks (A + B * X) 0 0 (D - Bᴴ * Xᴴ) * ↑U⁻¹).charpoly = (A + B * X).charpoly * (D - Bᴴ * Xᴴ).charpoly

n : Type u_1
m : Type u_2
inst✝³ : Fintype n
inst✝² : Fintype m
inst✝¹ : DecidableEq n
inst✝ : DecidableEq m
A : Matrix n n ℂ
D : Matrix m m ℂ
hA : A.IsHermitian
hD : D.IsHermitian
B : Matrix n m ℂ
X : Matrix m n ℂ
h : Bᴴ + D * X = X * (A + B * X)
U : (Matrix (n ⊕ m) (n ⊕ m) ℂ)ˣ
hU : ↑U = decoupler X
hW : hamiltonian A B D * ↑U = ↑U * fromBlocks (A + B * X) 0 0 (D - Bᴴ * Xᴴ)
hsim : hamiltonian A B D = ↑U * fromBlocks (A + B * X) 0 0 (D - Bᴴ * Xᴴ) * ↑U⁻¹
⊢ (↑U * fromBlocks (A + B * X) 0 0 (D - Bᴴ * Xᴴ) * ↑U⁻¹).charpoly = (A + B * X).charpoly * (D - Bᴴ * Xᴴ).charpoly
```

The change, after which it compiles:

```diff
@@ -79,5 +79,5 @@
   -- the full Hamiltonian is similar to the block diagonal one
   have hsim := (Units.eq_mul_inv_iff_mul_eq U).mpr hW
-  rw [hsim, charpoly_units_conj, charpoly_fromBlocks_zero₂₁]
+  rw [hsim, Matrix.coe_units_inv, charpoly_units_conj, charpoly_fromBlocks_zero₂₁]
 
 end
```

Diagnosis. The error is a mismatch between two ways of writing the same inverse. After `rw [hsim]`, the goal contains `↑U⁻¹`: the inverse is taken in the group of units, and the result is then regarded as a matrix. This form comes from `Units.eq_mul_inv_iff_mul_eq`, which produced `hsim`. The lemma `charpoly_units_conj` looks instead for `(↑?M)⁻¹`, where the unit is first regarded as a matrix and the matrix inverse is taken afterwards. The two are equal, but `rw` looks for the form the lemma is stated in and does not supply that equality itself, so it finds no occurrence of the pattern.

The repair adds `Matrix.coe_units_inv` to the rewrite, just after `hsim`. This lemma is the missing equality, and it turns `↑U⁻¹` into `(↑U)⁻¹`. Now `charpoly_units_conj` applies and removes the conjugation, and `charpoly_fromBlocks_zero₂₁` splits the characteristic polynomial of the remaining block diagonal matrix into the required product.
